# With a positive definite pivot block, the largest residual diagonal gives the largest next determinant

If the pivots in a Cholesky decomposition of the two-electron integrals are chosen carelessly, two of them may describe almost the same charge distribution. The block of integrals between pivots, whose inverse enters the fit, is then nearly singular, and rounding errors can grow. The familiar rule takes the index with the largest remaining diagonal error. For a positive semidefinite integral matrix, in exact arithmetic, this diagonal error bounds all remaining errors, by the Cauchy–Schwarz inequality. The wording of the rule does not mention the block.

Let $M$ be the integral matrix, with one index for each orbital product, and let $P$ be a finite set of chosen indices. If $M(P,P)$ is positive definite, the rule also makes the determinant of the next block as large as possible. In Cholesky treatments of electron repulsion, this gives the pivot rule a volume meaning, for real matrices and one added index at a time. A large determinant does not by itself bound the condition number.

In Lean the index set is a type `n`, not a number, and it may be infinite.

```lean
import Mathlib

open Matrix

namespace CholeskyPivotDeterminant

noncomputable section

variable {n : Type*} [DecidableEq n]
```

## The block and what it leaves unfitted

The determinant of $A=M(P,P)$ is the squared volume spanned by the chosen charge distributions in the Coulomb metric. `block M P` is this matrix, with the elements of $P$ as its indices.

```lean
/-- The principal block `M(P,P)` of a matrix on a finite set `P` of pivots. -/
def block (M : Matrix n n ℝ) (P : Finset n) : Matrix P P ℝ :=
  M.submatrix Subtype.val Subtype.val
```

Fitting all integrals through the pivots leaves the error

$$R = M - M(:,P)\,A^{-1}M(P,:).$$

For Coulomb integrals, $R(q,q)$ is the self-repulsion of the part of distribution $q$ that the pivots fail to represent. With $P$ empty, $R=M$.

A program usually updates the diagonal of $R$ by subtracting the squared entries of one Cholesky vector per pivot, in rounded numbers. `residual` is computed afresh from $P$, and the passage from one to the other is left to the reader.

```lean
/-- The residual `R = M - M(:,P) M(P,P)⁻¹ M(P,:)` left after the pivots `P`,
for an invertible block `M(P,P)`. -/
def residual (M : Matrix n n ℝ) (P : Finset n) : Matrix n n ℝ :=
  M - M.submatrix id (Subtype.val : P → n) * (block M P)⁻¹ *
    M.submatrix (Subtype.val : P → n) id
```

## Adding one index multiplies the determinant by $R(q,q)$

Take $q\notin P$ and list the enlarged set as $P$ followed by $q$. The map below is this listing. It is one-to-one because $q$ is new.

```lean
/-- The pivots `P` together with one new index `q` outside `P`, listed as `P` followed by `q`. -/
def insertEquiv {P : Finset n} {q : n} (hq : q ∉ P) :
    P ⊕ Unit ≃ (insert q P : Finset n) :=
  Equiv.ofBijective
    (Sum.elim (fun i => ⟨i.1, Finset.mem_insert_of_mem i.2⟩)
      (fun _ => ⟨q, Finset.mem_insert_self q P⟩)) (by
    constructor
    · rintro (i | i) (j | j) h
      · have h' := congrArg Subtype.val h
        exact congrArg Sum.inl (Subtype.ext h')
      · have h' : i.1 = q := congrArg Subtype.val h
        exact absurd (h' ▸ i.2) hq
      · have h' : q = j.1 := congrArg Subtype.val h
        exact absurd (h'.symm ▸ j.2) hq
      · rfl
    · rintro ⟨x, hx⟩
      rcases Finset.mem_insert.1 hx with h | h
      · exact ⟨Sum.inr (), Subtype.ext h.symm⟩
      · exact ⟨Sum.inl ⟨x, h⟩, rfl⟩)
```

Write $b=M(P,q)$ for the new column, $c=M(q,P)$ for the new row and $d=M(q,q)$. In this order the enlarged block is

$$\begin{pmatrix}A&b\\c&d\end{pmatrix}.$$

Lean confirms this entry by entry.

```lean
/-- Adding an index `q` outside `P` borders the block `M(P,P)` by one row and one column. -/
theorem block_insert (M : Matrix n n ℝ) {P : Finset n} {q : n} (hq : q ∉ P) :
    (block M (insert q P)).submatrix (insertEquiv hq) (insertEquiv hq) =
      fromBlocks (block M P) (M.submatrix Subtype.val (fun _ : Unit => q))
        (M.submatrix (fun _ : Unit => q) Subtype.val)
        (M.submatrix (fun _ : Unit => q) (fun _ : Unit => q)) := by
  ext (i | i) (j | j) <;> rfl
```

If $\det A\neq0$, elimination of the last row gives

$$\begin{pmatrix}A&b\\c&d\end{pmatrix}=\begin{pmatrix}1&0\\cA^{-1}&1\end{pmatrix}\begin{pmatrix}A&b\\0&d-cA^{-1}b\end{pmatrix}.$$

The first factor has determinant 1, and $d-cA^{-1}b=R(q,q)$. Hence

$$\det M(P\cup q,P\cup q)=\det A\;R(q,q).$$

Symmetry of $M$ plays no part. In the proof, `Matrix.det_fromBlocks₁₁` supplies the elimination, and `Matrix.det_unique` reads the remaining $1\times1$ determinant as a number.

```lean
/-- If `M(P,P)` is invertible and `q` lies outside `P`, the determinant of `M` on `P` with `q`
added is `det M(P,P)` times the residual diagonal entry `R(q,q)`. -/
theorem det_insert (M : Matrix n n ℝ) {P : Finset n} {q : n}
    (hP : (block M P).det ≠ 0) (hq : q ∉ P) :
    (block M (insert q P)).det = (block M P).det * residual M P q q := by
  let _ := Matrix.invertibleOfIsUnitDet (block M P) (isUnit_iff_ne_zero.2 hP)
  -- the Schur complement of the bordered block is the number `R(q,q)`
  rw [← Matrix.det_submatrix_equiv_self (insertEquiv hq), block_insert M hq,
    Matrix.det_fromBlocks₁₁, Matrix.invOf_eq_nonsing_inv]
  congr 1
  rw [Matrix.det_unique]
  rfl
```

An index already chosen has nothing left to fit. For $p\in P$, the row $M(p,P)$ is a row of $A$, so $M(p,P)A^{-1}$ is the unit row at $p$, and

$$R(p,j)=M(p,j)-M(p,j)=0.$$

```lean
/-- If `M(P,P)` is invertible, the residual rows of the pivots in `P` vanish. -/
theorem residual_pivot_row (M : Matrix n n ℝ) {P : Finset n} {p : n}
    (hP : (block M P).det ≠ 0) (hp : p ∈ P) (j : n) : residual M P p j = 0 := by
  have h : residual M P p j = M p j -
      (block M P * (block M P)⁻¹ * M.submatrix (Subtype.val : P → n) id) ⟨p, hp⟩ j := rfl
  rw [h, Matrix.mul_nonsing_inv _ (isUnit_iff_ne_zero.2 hP), Matrix.one_mul]
  exact sub_self _
```

## The largest pivot and the largest determinant

Let $A$ be positive definite, so that $\det A>0$. For $q,r\notin P$, multiplication by $\det A$ preserves order:

$$R(r,r)\le R(q,q)\iff\det A\,R(r,r)\le\det A\,R(q,q).$$

By the determinant identity, the right-hand side compares the two enlarged blocks. The theorem states this for all competitors $r$ outside $P$ at once. Positive definiteness includes symmetry of the block, but the rest of $M$ is unrestricted.

```lean
/-- Let `M(P,P)` be positive definite and `q` outside `P`. Then `q` has the largest residual
diagonal entry outside `P` exactly when adding `q` gives the largest next determinant. -/
theorem largest_pivot_iff_max_det (M : Matrix n n ℝ) {P : Finset n} {q : n}
    (hP : (block M P).PosDef) (hq : q ∉ P) :
    (∀ r, r ∉ P → residual M P r r ≤ residual M P q q) ↔
      ∀ r, r ∉ P → (block M (insert r P)).det ≤ (block M (insert q P)).det := by
  have hpos := hP.det_pos
  refine forall_congr' fun r => forall_congr' fun hr => ?_
  -- both determinants carry the same positive factor
  rw [det_insert M hpos.ne' hr, det_insert M hpos.ne' hq]
  exact ⟨fun h => mul_le_mul_of_nonneg_left h hpos.le, fun h => le_of_mul_le_mul_left h hpos⟩
```

## When the procedure can continue

To apply the theorem above again at the next step, we ask when the enlarged block is positive definite too. If the enlarged block is positive definite, its determinant is positive, and division by $\det A$ gives $R(q,q)>0$.

Conversely, let $M$ be symmetric, so that $c=b^T$. For a vector $x$ on $P$ and a number $t$, completing the square gives

$$x^TAx+2t\,x^Tb+t^2d=(x+tA^{-1}b)^TA(x+tA^{-1}b)+t^2R(q,q).$$

If $R(q,q)>0$, this is never negative, and the determinant $\det A\,R(q,q)$ is nonzero, so the block is positive definite. Lean takes the same two steps: `Matrix.PosDef.fromBlocks₁₁` gives semidefiniteness, and the nonzero determinant makes it strict.

```lean
/-- For symmetric `M` with `M(P,P)` positive definite and `q` outside `P`, the block enlarged
by `q` is positive definite exactly when `R(q,q) > 0`. -/
theorem posDef_insert_iff (M : Matrix n n ℝ) (hM : M.IsSymm) {P : Finset n} {q : n}
    (hP : (block M P).PosDef) (hq : q ∉ P) :
    (block M (insert q P)).PosDef ↔ 0 < residual M P q q := by
  have hpos := hP.det_pos
  have hdet := det_insert M hpos.ne' hq
  constructor
  · intro h
    have h' := h.det_pos
    rw [hdet] at h'
    exact (mul_pos_iff_of_pos_left hpos).1 h'
  · intro hR
    let _ := Matrix.invertibleOfIsUnitDet (block M P) (isUnit_iff_ne_zero.2 hpos.ne')
    have hB : M.submatrix (fun _ : Unit => q) (Subtype.val : P → n) =
        (M.submatrix (Subtype.val : P → n) (fun _ : Unit => q))ᴴ := by
      ext i j
      change M q j = star (M j q)
      rw [star_trivial]
      exact hM.apply _ _
    -- semidefiniteness comes from the Schur complement, strictness from the determinant
    have hps : ((block M (insert q P)).submatrix (insertEquiv hq)
        (insertEquiv hq)).PosSemidef := by
      rw [block_insert M hq, hB, Matrix.PosDef.fromBlocks₁₁ _ _ hP, ← hB]
      have hD : M.submatrix (fun _ : Unit => q) (fun _ : Unit => q) -
          M.submatrix (fun _ : Unit => q) (Subtype.val : P → n) * (block M P)⁻¹ *
            M.submatrix (Subtype.val : P → n) (fun _ : Unit => q) =
          Matrix.diagonal (fun _ : Unit => residual M P q q) := by
        ext i j
        rw [Subsingleton.elim j i, Matrix.diagonal_apply_eq]
        rfl
      rw [hD]
      exact Matrix.PosSemidef.diagonal (fun _ => hR.le)
    have h2 := (Matrix.posSemidef_submatrix_equiv (insertEquiv hq)).1 hps
    refine h2.posDef_iff_isUnit.2 ((Matrix.isUnit_iff_isUnit_det _).2 ?_)
    rw [hdet]
    exact isUnit_iff_ne_zero.2 (mul_pos hpos hR).ne'
```

## The determinant after $k$ steps

Let $p_0,p_1,\dots$ be the indices in order of choice, and let $P_i=\{p_0,\dots,p_{i-1}\}$. In Lean these are `p` and `pivots p i`.

```lean
/-- The set of the first `k` pivots of a sequence `p`. -/
def pivots (p : ℕ → n) (k : ℕ) : Finset n := (Finset.range k).image p
```

"Pivot" now also means the number $R_i(p_i,p_i)$, where $R_i$ is the residual after $P_i$. If these numbers are nonzero for $i<k$, then

$$\det M(P_k,P_k)=\prod_{i<k}R_i(p_i,p_i).$$

For $k=0$ both sides are 1. Suppose the formula holds at $k$. Then $\det M(P_k,P_k)\ne0$, so a repeated index $p_k\in P_k$ would have a vanishing residual row, against the assumption. Thus $p_k$ is new, and the one-index identity supplies the next factor. The induction in Lean runs the same way, with `hnew` excluding the repetition.

```lean
/-- If the first `k` successive residual pivots are nonzero, the determinant of `M` on the
chosen indices is the product of these pivots. -/
theorem det_eq_prod_pivots (M : Matrix n n ℝ) (p : ℕ → n) (k : ℕ)
    (h : ∀ i < k, residual M (pivots p i) (p i) (p i) ≠ 0) :
    (block M (pivots p k)).det =
      ∏ i ∈ Finset.range k, residual M (pivots p i) (p i) (p i) := by
  induction k with
  | zero =>
    have : IsEmpty (pivots p 0) := ⟨fun x => by simpa [pivots] using x.2⟩
    rw [Matrix.det_isEmpty, Finset.prod_range_zero]
  | succ k ih =>
    have hk := ih fun i hi => h i (Nat.lt_succ_of_lt hi)
    have hne : (block M (pivots p k)).det ≠ 0 := by
      rw [hk]
      exact Finset.prod_ne_zero_iff.2 fun i hi =>
        h i (Nat.lt_succ_of_lt (Finset.mem_range.1 hi))
    -- a nonzero pivot cannot repeat an earlier index
    have hnew : p k ∉ pivots p k := fun hm =>
      h k (Nat.lt_succ_self k) (residual_pivot_row M hne hm _)
    have hs : pivots p (k + 1) = insert (p k) (pivots p k) := by
      simp [pivots, Finset.range_add_one, Finset.image_insert]
    rw [hs, det_insert M hne hnew, hk, Finset.prod_range_succ]
```

## The best single step can spoil the best pair

The same elimination with two new indices $q\ne r$ gives, for invertible $A$,

$$\det M(P\cup\{q,r\},P\cup\{q,r\})=\det A\,\bigl(R(q,q)R(r,r)-R(q,r)R(r,q)\bigr).$$

Lean checks only the case of empty $P$, below. The rule chooses the first of the two indices by its diagonal entry alone. The off-diagonal entries $R(q,r)$ and $R(r,q)$ enter only at the next step, through the updated diagonal.

```lean
/-- The determinant of `M` on two distinct indices. -/
theorem det_pair (M : Matrix n n ℝ) {p q : n} (h : p ≠ q) :
    (block M {p, q}).det = M p p * M q q - M p q * M q p := by
  let e : Fin 2 → ({p, q} : Finset n) := ![⟨p, by simp⟩, ⟨q, by simp⟩]
  have he : Function.Bijective e := by
    refine (Fintype.bijective_iff_surjective_and_card e).2 ⟨?_, ?_⟩
    · rintro ⟨x, hx⟩
      rcases Finset.mem_insert.1 hx with hx | hx
      · exact ⟨0, Subtype.ext hx.symm⟩
      · exact ⟨1, Subtype.ext (Finset.mem_singleton.1 hx).symm⟩
    · rw [Fintype.card_fin, Fintype.card_coe, Finset.card_pair h]
  rw [← Matrix.det_submatrix_equiv_self (Equiv.ofBijective e he), Matrix.det_fin_two]
  rfl
```

For an example, take three plane vectors, numbered 0, 1, 2: $(4,4)$, $(5,0)$ and $(0,5)$.

```lean
/-- The first coordinates of the plane vectors `(4,4)`, `(5,0)` and `(0,5)`. -/
def xCoord : Fin 3 → ℝ := ![4, 5, 0]

/-- The second coordinates of the plane vectors `(4,4)`, `(5,0)` and `(0,5)`. -/
def yCoord : Fin 3 → ℝ := ![4, 0, 5]
```

Their scalar products form the matrix

$$G=\begin{pmatrix}32&20&20\\20&25&0\\20&0&25\end{pmatrix}.$$

```lean
/-- The Gram matrix of the plane vectors `(4,4)`, `(5,0)` and `(0,5)`. -/
def planeGram : Matrix (Fin 3) (Fin 3) ℝ :=
  Matrix.of fun i j => xCoord i * xCoord j + yCoord i * yCoord j
```

The rule picks vector 0, since $32>25$. The next residual diagonals are both $25-20^2/32=12.5$, so either choice gives the determinant $32\cdot12.5=400$. The pair $\{1,2\}$ gives $25\cdot25=625$. The largest first pivot therefore belongs to no pair of largest determinant: the rule is optimal for each single step, but not always for the final set. Lean checks both possible partners of vector 0 with the two-index formula.

```lean
/-- In the Gram matrix of `(4,4)`, `(5,0)`, `(0,5)` the first vector has the strictly largest
diagonal entry, yet every pair containing it has a smaller determinant than the other two. -/
theorem greedy_not_globally_optimal :
    (∀ q, q ≠ 0 → planeGram q q < planeGram 0 0) ∧
      ∀ q, q ≠ 0 → (block planeGram {0, q}).det < (block planeGram {1, 2}).det := by
  have hG : ∀ i j, planeGram i j = xCoord i * xCoord j + yCoord i * yCoord j :=
    fun _ _ => rfl
  have x0 : xCoord 0 = 4 := rfl
  have x1 : xCoord 1 = 5 := rfl
  have x2 : xCoord 2 = 0 := rfl
  have y0 : yCoord 0 = 4 := rfl
  have y1 : yCoord 1 = 0 := rfl
  have y2 : yCoord 2 = 5 := rfl
  have cases12 : ∀ q : Fin 3, q ≠ 0 → q = 1 ∨ q = 2 := by decide
  constructor
  · intro q hq
    rcases cases12 q hq with rfl | rfl <;>
      simp only [hG, x0, x1, x2, y0, y1, y2] <;> norm_num
  · intro q hq
    -- the two determinants are 400 and 625
    rw [det_pair _ hq.symm, det_pair _ (by decide)]
    rcases cases12 q hq with rfl | rfl <;>
      simp only [hG, x0, x1, x2, y0, y1, y2] <;> norm_num

end

end CholeskyPivotDeterminant
```

```lean
#print axioms CholeskyPivotDeterminant.largest_pivot_iff_max_det
#print axioms CholeskyPivotDeterminant.posDef_insert_iff
#print axioms CholeskyPivotDeterminant.det_eq_prod_pivots
#print axioms CholeskyPivotDeterminant.greedy_not_globally_optimal
```

```
'CholeskyPivotDeterminant.largest_pivot_iff_max_det' depends on axioms: [propext, Classical.choice, Quot.sound]
'CholeskyPivotDeterminant.posDef_insert_iff' depends on axioms: [propext, Classical.choice, Quot.sound]
'CholeskyPivotDeterminant.det_eq_prod_pivots' depends on axioms: [propext, Classical.choice, Quot.sound]
'CholeskyPivotDeterminant.greedy_not_globally_optimal' depends on axioms: [propext, Classical.choice, Quot.sound]
```
